# Determinants differing in k orbitals hide their relative phase from every p-body reduced density matrix with p < k

## Skipped pairs in configuration interaction

With a two-body Hamiltonian and determinants built from one orthonormal set of spin orbitals, a configuration-interaction code can skip every pair that differs in three or more occupied spin orbitals. Their coupling is zero because no two-body operator connects them. For the same reason, the two-body reduced density matrix (2-RDM) of a superposition of two such determinants carries no trace of their relative phase.

## Occupation sets and RDM elements

Orbitals form a finite ordered set `ι`; spin is part of the orbital label. A determinant is its set of occupied orbitals, and a Fock vector $\psi$ gives a complex amplitude $\psi(U)$ to each occupation set $U$. `slater S` has amplitude 1 at $S$ and 0 elsewhere.

The annihilator $\hat a_j$ is `annihilate j`:

$$(\hat a_j\psi)(U)=(-1)^{n_j(U)}\,\psi(U\cup\{j\})\quad (j\notin U),$$

and zero if $j\in U$. Here $n_j(U)$ counts the orbitals of $U$ below $j$. For lists $I=[i_1,\dots,i_p]$ and $J=[j_1,\dots,j_p]$, `rdm I J ψ` is

$$\Gamma_{IJ}(\psi)=\langle\psi|\hat a^\dagger_{i_1}\cdots\hat a^\dagger_{i_p}\hat a_{j_p}\cdots\hat a_{j_1}|\psi\rangle,$$

without a prefactor such as $1/p!$. It is computed as the inner product of two annihilated vectors.

## What the theorems say

Let $S$ and $T$ be occupation sets, let $k=|S\setminus T|$, written `(S \ T).card`, and let $a,b$ be complex. In $aS+bT$, $\Gamma_{IJ}(S)$ and $\Gamma_{IJ}(T)$, the letters $S$ and $T$ stand for the vectors `slater S` and `slater T`.

- `rdm_superposition`: if $p<k$, then $\Gamma_{IJ}(aS+bT)=|a|^2\,\Gamma_{IJ}(S)+|b|^2\,\Gamma_{IJ}(T)$.
- `rdm_phase_invisible`: if also $|a|^2+|b|^2=1$, the element depends only on $|a|$.
- `two_rdm_eq_mixture`: for $k\ge3$, every 2-RDM element is the weighted sum. For normalised $a,b$ this sum is the 2-RDM of the statistical mixture of $S$ and $T$ with weights $|a|^2$ and $|b|^2$, hence the theorem's name; the file itself defines no mixed states.
- `rdm_phase_visible`: if $S\neq T$ have equal particle number, some $k$-body element equals $\pm\bar a b$, with a sign independent of $a$ and $b$.

Only the last theorem assumes equal particle number. The results concern two determinants over one orthonormal orbital set, not longer expansions or non-orthogonal determinants.

## Why the cross terms vanish

Applying the annihilators of $J$ one after another gives

$$(\hat a_{j_p}\cdots\hat a_{j_1}\psi)(U)=d_U\,\psi(U\cup J).$$

The coefficient $d_U$ is $\pm1$ if the listed orbitals are distinct and absent from $U$, and zero otherwise. With $c_U$ the coefficient for $I$,

$$\Gamma_{IJ}(\psi)=\sum_U \bar c_U d_U\,\overline{\psi(U\cup I)}\,\psi(U\cup J).$$

Insert $\psi=aS+bT$. The term in $\bar a b$ needs $U\cup I=S$ and $U\cup J=T$. An orbital in $S\setminus T$ cannot lie in $U\subseteq T$, so it lies in $I$. Hence $k\le p$, against the assumption. The term in $\bar b a$ forces $S\setminus T\subseteq J$ and fails likewise. The diagonal terms remain, with weights $|a|^2$ and $|b|^2$; normalisation fixes $|b|^2=1-|a|^2$.

## Where the phase appears

Let $I$ list $S\setminus T$ and $J$ list $T\setminus S$; equal particle number gives both length $k$. If $U\cup(S\setminus T)=T$, then $S\subseteq T$, so $S=T$, which is excluded. Thus the left factor sees only $a$ and, by symmetry, the right factor only $b$. Both are nonzero only if $U\cup(S\setminus T)=S$ and $U\cup(T\setminus S)=T$, which means $U=S\cap T$. This single term is $\pm\bar a b$.

## The Lean file

```lean
import Mathlib

open ComplexConjugate

namespace InvisiblePhases

variable {ι : Type*} [LinearOrder ι]

/-- The Slater determinant with occupied orbitals `S`, as a vector of amplitudes
on occupation sets. -/
def slater (S : Finset ι) (U : Finset ι) : ℂ := if U = S then 1 else 0

/-- The fermionic sign: minus one to the number of orbitals in `U` that lie below `j`. -/
def orderSign (j : ι) (U : Finset ι) : ℂ := (-1) ^ (U.filter (· < j)).card

/-- The annihilation operator of orbital `j`, acting on a Fock-space vector `ψ`. -/
def annihilate (j : ι) (ψ : Finset ι → ℂ) (U : Finset ι) : ℂ :=
  if j ∈ U then 0 else orderSign j U * ψ (insert j U)

/-- Annihilates the listed orbitals one after another, the head of the list first. -/
def annihilateAll : List ι → (Finset ι → ℂ) → Finset ι → ℂ
  | [], ψ => ψ
  | j :: J, ψ => annihilateAll J (annihilate j ψ)

/-- The element `⟨ψ| a†_{i₁} ⋯ a†_{iₚ} a_{jₚ} ⋯ a_{j₁} |ψ⟩` of the `p`-body reduced density
matrix, for lists `I` and `J` of `p` orbitals. -/
def rdm [Fintype ι] (I J : List ι) (ψ : Finset ι → ℂ) : ℂ :=
  ∑ U, conj (annihilateAll I ψ U) * annihilateAll J ψ U

/-- Annihilation operators anticommute. -/
theorem annihilate_anticomm (i j : ι) (ψ : Finset ι → ℂ) :
    annihilate i (annihilate j ψ) + annihilate j (annihilate i ψ) = 0 := by
  have key : ∀ i j : ι, i < j →
      annihilate i (annihilate j ψ) + annihilate j (annihilate i ψ) = 0 := by
    intro i j hij
    funext U
    by_cases hi : i ∈ U
    · simp [annihilate, hi]
    by_cases hj : j ∈ U
    · simp [annihilate, hj]
    -- filling the lower orbital flips the sign of the upper one, but not conversely
    have h1 : orderSign j (insert i U) = -orderSign j U := by
      simp [orderSign, Finset.filter_insert, hij, hi, pow_succ]
    have h2 : orderSign i (insert j U) = orderSign i U := by
      simp [orderSign, Finset.filter_insert, not_lt.mpr hij.le]
    have h3 := Finset.insert_comm i j U
    simp only [annihilate, Pi.add_apply, Pi.zero_apply, Finset.mem_insert, hi, hj,
      hij.ne, hij.ne', or_self, if_false, h1, h2, h3]
    ring
  rcases lt_trichotomy i j with h | h | h
  · exact key i j h
  · subst h
    funext U
    simp [annihilate]
  · rw [add_comm]
    exact key j i h

/-- After annihilating the orbitals `J`, the amplitude at `U` is a fixed coefficient times the
old amplitude at `U ∪ J`; the coefficient is a sign if the orbitals in `J` are distinct and
absent from `U`. -/
theorem annihilateAll_apply (J : List ι) (U : Finset ι) :
    ∃ c : ℂ, (J.Nodup → (∀ j ∈ J, j ∉ U) → c = 1 ∨ c = -1) ∧
      ∀ ψ, annihilateAll J ψ U = c * ψ (U ∪ J.toFinset) := by
  induction J with
  | nil => exact ⟨1, fun _ _ => Or.inl rfl, fun ψ => by simp [annihilateAll]⟩
  | cons j J ih =>
    obtain ⟨c, hc, h⟩ := ih
    refine ⟨c * (if j ∈ U ∪ J.toFinset then 0 else orderSign j (U ∪ J.toFinset)), ?_, ?_⟩
    · intro hn hd
      have hj : j ∉ U ∪ J.toFinset := by
        simp [(List.nodup_cons.1 hn).1, hd j (by simp)]
      have hs : orderSign j (U ∪ J.toFinset) = 1 ∨ orderSign j (U ∪ J.toFinset) = -1 :=
        neg_one_pow_eq_or ℂ _
      rw [if_neg hj]
      rcases hc (List.nodup_cons.1 hn).2
        (fun x hx => hd x (List.mem_cons_of_mem _ hx)) with h1 | h1 <;>
      rcases hs with h2 | h2 <;> simp [h1, h2]
    · intro ψ
      have hu : U ∪ (j :: J).toFinset = insert j (U ∪ J.toFinset) := by
        rw [List.toFinset_cons, Finset.union_insert]
      rw [hu, annihilateAll, h, annihilate]
      split_ifs <;> ring

/-- If the list `I` is shorter than the number of orbitals that `S` has outside `T`, then
`U ∪ I = S` and `U ∪ J = T` cannot both hold, so the product of the two amplitudes is zero. -/
theorem cross_term_zero {S T : Finset ι} {I : List ι} (hI : I.length < (S \ T).card)
    (J : List ι) (U : Finset ι) :
    slater S (U ∪ I.toFinset) * slater T (U ∪ J.toFinset) = 0 := by
  by_cases h : U ∪ I.toFinset = S
  · by_cases h' : U ∪ J.toFinset = T
    · exfalso
      have hsub : S \ T ⊆ I.toFinset := by
        intro x hx
        rw [← h, ← h'] at hx
        simp only [Finset.mem_sdiff, Finset.mem_union] at hx
        tauto
      have h1 := Finset.card_le_card hsub
      have h2 := List.toFinset_card_le I
      omega
    · simp only [slater, if_neg h', mul_zero]
  · simp only [slater, if_neg h, zero_mul]

variable [Fintype ι]

/-- If `S` has more than `p` orbitals outside `T`, the `p`-body reduced density matrix of
`aS + bT` is the sum of those of `S` and `T` with weights `|a|²` and `|b|²`. -/
theorem rdm_superposition {S T : Finset ι} {p : ℕ} {I J : List ι} (hI : I.length = p)
    (hJ : J.length = p) (hp : p < (S \ T).card) (a b : ℂ) :
    rdm I J (a • slater S + b • slater T) =
      (‖a‖ : ℂ) ^ 2 * rdm I J (slater S) + (‖b‖ : ℂ) ^ 2 * rdm I J (slater T) := by
  have hreal : ∀ V W : Finset ι, conj (slater V W) = slater V W := by
    intro V W
    unfold slater
    split_ifs <;> simp
  simp only [rdm, Finset.mul_sum, ← Finset.sum_add_distrib]
  refine Finset.sum_congr rfl fun U _ => ?_
  obtain ⟨c, -, hc⟩ := annihilateAll_apply I U
  obtain ⟨d, -, hd⟩ := annihilateAll_apply J U
  -- both interference terms vanish
  have h1 := cross_term_zero (S := S) (T := T) (I := I) (by omega) J U
  have h2 := cross_term_zero (S := S) (T := T) (I := J) (by omega) I U
  simp only [hc, hd, Pi.add_apply, Pi.smul_apply, smul_eq_mul, map_mul, map_add, hreal,
    ← Complex.conj_mul']
  linear_combination conj c * d * conj a * b * h1 + conj c * d * conj b * a * h2

/-- For normalised superpositions of `S` and `T`, where `S` has more than `p` orbitals outside
`T`, the `p`-body reduced density matrix depends only on `|a|`. -/
theorem rdm_phase_invisible {S T : Finset ι} {p : ℕ} {I J : List ι} (hI : I.length = p)
    (hJ : J.length = p) (hp : p < (S \ T).card) {a b a' b' : ℂ}
    (hab : ‖a‖ ^ 2 + ‖b‖ ^ 2 = 1) (hab' : ‖a'‖ ^ 2 + ‖b'‖ ^ 2 = 1) (h : ‖a‖ = ‖a'‖) :
    rdm I J (a • slater S + b • slater T) = rdm I J (a' • slater S + b' • slater T) := by
  have hb : ‖b‖ ^ 2 = ‖b'‖ ^ 2 := by
    rw [h] at hab
    linarith
  have hbC : (‖b‖ : ℂ) ^ 2 = (‖b'‖ : ℂ) ^ 2 := by exact_mod_cast hb
  rw [rdm_superposition hI hJ hp, rdm_superposition hI hJ hp, h, hbC]

/-- If `S` has at least three orbitals outside `T`, the two-body reduced density matrix of `aS + bT`
is the sum of those of `S` and `T` with weights `|a|²` and `|b|²`. -/
theorem two_rdm_eq_mixture {S T : Finset ι} (hk : 3 ≤ (S \ T).card) (a b : ℂ)
    (i j k l : ι) :
    rdm [i, j] [k, l] (a • slater S + b • slater T) =
      (‖a‖ : ℂ) ^ 2 * rdm [i, j] [k, l] (slater S) +
        (‖b‖ : ℂ) ^ 2 * rdm [i, j] [k, l] (slater T) :=
  rdm_superposition (p := 2) rfl rfl (by omega) a b

/-- If distinct determinants with equal particle number differ in `k` orbitals, some element of the
`k`-body reduced density matrix of `aS + bT` is, up to a fixed sign, the coherence `a* b`. -/
theorem rdm_phase_visible {S T : Finset ι} (hcard : S.card = T.card) (hne : S ≠ T) :
    ∃ I J : List ι, I.length = (S \ T).card ∧ J.length = (S \ T).card ∧
      ∃ s : ℂ, (s = 1 ∨ s = -1) ∧
        ∀ a b : ℂ, rdm I J (a • slater S + b • slater T) = s * (conj a * b) := by
  have n1 : ∀ U, U ∪ S \ T ≠ T := by
    intro U h
    have hs : S ⊆ T := by
      intro x hx
      have := Finset.ext_iff.1 h x
      simp only [Finset.mem_union, Finset.mem_sdiff] at this
      by_contra hxT
      exact hxT (this.1 (Or.inr ⟨hx, hxT⟩))
    exact hne (Finset.eq_of_subset_of_card_le hs hcard.ge)
  have n2 : ∀ U, U ∪ T \ S ≠ S := by
    intro U h
    have hs : T ⊆ S := by
      intro x hx
      have := Finset.ext_iff.1 h x
      simp only [Finset.mem_union, Finset.mem_sdiff] at this
      by_contra hxS
      exact hxS (this.1 (Or.inr ⟨hx, hxS⟩))
    exact hne (Finset.eq_of_subset_of_card_le hs hcard.le).symm
  have e1 : S ∩ T ∪ S \ T = S := by
    ext x
    simp only [Finset.mem_union, Finset.mem_sdiff, Finset.mem_inter]
    tauto
  have e2 : S ∩ T ∪ T \ S = T := by
    ext x
    simp only [Finset.mem_union, Finset.mem_sdiff, Finset.mem_inter]
    tauto
  obtain ⟨c, hc1, hc⟩ := annihilateAll_apply (S \ T).toList (S ∩ T)
  obtain ⟨d, hd1, hd⟩ := annihilateAll_apply (T \ S).toList (S ∩ T)
  have hcs := hc1 (Finset.nodup_toList _) (by
    intro x hx
    simp only [Finset.mem_toList, Finset.mem_sdiff] at hx
    exact fun h => hx.2 (Finset.mem_inter.1 h).2)
  have hds := hd1 (Finset.nodup_toList _) (by
    intro x hx
    simp only [Finset.mem_toList, Finset.mem_sdiff] at hx
    exact fun h => hx.2 (Finset.mem_inter.1 h).1)
  refine ⟨(S \ T).toList, (T \ S).toList, Finset.length_toList _, ?_, conj c * d, ?_, ?_⟩
  · rw [Finset.length_toList]
    have h1 := Finset.card_sdiff_add_card_inter S T
    have h2 := Finset.card_sdiff_add_card_inter T S
    rw [Finset.inter_comm T S] at h2
    omega
  · rcases hcs with h1 | h1 <;> rcases hds with h2 | h2 <;> simp [h1, h2]
  · intro a b
    have hA : ∀ U, (a • slater S + b • slater T) (U ∪ S \ T) =
        if U ∪ S \ T = S then a else 0 := by
      intro U
      simp only [slater, Pi.add_apply, Pi.smul_apply, smul_eq_mul, if_neg (n1 U),
        mul_zero, add_zero, mul_ite, mul_one]
    have hB : ∀ U, (a • slater S + b • slater T) (U ∪ T \ S) =
        if U ∪ T \ S = T then b else 0 := by
      intro U
      simp only [slater, Pi.add_apply, Pi.smul_apply, smul_eq_mul, if_neg (n2 U),
        mul_zero, zero_add, mul_ite, mul_one]
    -- only the common core `S ∩ T` contributes
    rw [rdm, Finset.sum_eq_single (S ∩ T)]
    · rw [hc, hd, Finset.toList_toFinset, Finset.toList_toFinset, hA, hB,
        if_pos e1, if_pos e2, map_mul]
      ring
    · intro U _ hU
      obtain ⟨c', -, hc'⟩ := annihilateAll_apply (S \ T).toList U
      obtain ⟨d', -, hd'⟩ := annihilateAll_apply (T \ S).toList U
      rw [hc', hd', Finset.toList_toFinset, Finset.toList_toFinset, hA, hB]
      by_cases h1 : U ∪ S \ T = S
      · have h2 : U ∪ T \ S ≠ T := by
          intro h2
          apply hU
          ext x
          have k1 := Finset.ext_iff.1 h1 x
          have k2 := Finset.ext_iff.1 h2 x
          simp only [Finset.mem_union, Finset.mem_sdiff] at k1 k2
          rw [Finset.mem_inter]
          constructor
          · intro hx
            exact ⟨k1.1 (Or.inl hx), k2.1 (Or.inl hx)⟩
          · rintro ⟨hs, ht⟩
            exact (k1.2 hs).resolve_right fun h => h.2 ht
        rw [if_neg h2, mul_zero, mul_zero]
      · rw [if_neg h1, mul_zero, map_zero, zero_mul]
    · intro h
      exact absurd (Finset.mem_univ _) h

end InvisiblePhases
```

```lean
#print axioms InvisiblePhases.annihilate_anticomm
-- 'InvisiblePhases.annihilate_anticomm' depends on axioms: [propext, Classical.choice, Quot.sound]
#print axioms InvisiblePhases.rdm_phase_invisible
-- 'InvisiblePhases.rdm_phase_invisible' depends on axioms: [propext, Classical.choice, Quot.sound]
#print axioms InvisiblePhases.two_rdm_eq_mixture
-- 'InvisiblePhases.two_rdm_eq_mixture' depends on axioms: [propext, Classical.choice, Quot.sound]
#print axioms InvisiblePhases.rdm_phase_visible
-- 'InvisiblePhases.rdm_phase_visible' depends on axioms: [propext, Classical.choice, Quot.sound]
```

## From the lemmas to the theorems

`annihilate_anticomm` checks that the chosen signs make the annihilators anticommute: filling the lower orbital flips the sign of the upper one, but not conversely. `annihilateAll_apply` finds the coefficient by induction on the list. It is chosen before `ψ`, so one coefficient serves both determinants. `cross_term_zero` is the counting argument, with `omega` closing the contradiction.

`rdm_superposition` compares the sums term by term, and the next two theorems follow from it. In `rdm_phase_visible`, `n1` and `n2` exclude the wrong determinant on each side, and `Finset.sum_eq_single` reduces the sum to `S ∩ T`.

## Cancelling interference with `linear_combination`

For each $U$, the two sides of `rdm_superposition` differ by exactly the two interference terms. The hypotheses `h1` and `h2` say that the products of determinant amplitudes in them are zero. `linear_combination` takes each hypothesis with its prefactor, for instance `conj c * d * conj a * b * h1`, and leaves a polynomial identity that `ring` verifies. The prefactors are those found by expanding the product by hand.
